# If $ab-ba=1$, the only additive map that ignores the order of $a$ and $b$ in every product is zero

Q: Take a bosonic annihilation operator $a$ and its creation operator $b$, with $ab-ba=1$. Write $:\,\cdot\,:$ for normal ordering, which moves every $b$ to the left of every $a$ and drops the commutators. If I treat this as a linear map on operators and apply it to both sides of $ab=ba+1$, the left side gives $ba$ and the right side gives $ba+1$. I have derived $0=1$. The usual reply is that normal ordering "acts on the symbols". Is there a theorem behind that, or is it just a way of avoiding the question?

A: There is a theorem, and it is short. Suppose $N$ is additive, $N(x+y)=N(x)+N(y)$, and does not notice the order of a neighbouring pair $a$, $b$ inside any product:
$$N(x\,a\,b\,y)=N(x\,b\,a\,y)\quad\text{for all operators }x,y.$$
Subtract the right side from the left and use additivity:
$$N\big(x(ab-ba)y\big)=0.$$
The commutator is $1$, so $N(xy)=0$. Now set $y=1$, and $N(x)=0$ for every $x$. Conversely, the zero map satisfies the condition trivially.

Q: You demand this for all $x$ and $y$. Perhaps normal ordering escapes because it satisfies less.

A: Very little is needed for a contradiction. With $x=y=1$ alone, the condition gives $N(1)=0$, whereas normal ordering leaves the identity unchanged, $:1:\;=1$. In a ring where $1\neq0$ these are incompatible. That is your paradox again, turned into a proof that the map does not exist.

Q: Fermions pick up a sign at each exchange. Does the sign rescue the map?

A: No. Let $ab+ba=1$ and require $N(x\,a\,b\,y)=-N(x\,b\,a\,y)$. Since $x=x(ab+ba)=xab+xba$, we get
$$N(x)=N(xab)+N(xba)=-N(xba)+N(xba)=0.$$
The sign in the exchange rule matches the sign in the anticommutator, so the two terms cancel just as before.

Q: Now the formal version. What are the operators there? I see no Hilbert space.

A: They are elements of an arbitrary ring `R`, and $N$ is an additive homomorphism `N : R →+ M` into an arbitrary abelian group `M`. Every linear map is additive, so ruling out additive maps rules out linear ones. The values of $N$ may be operators, numbers or anything else that can be added.

```lean
import Mathlib

open Polynomial

namespace NormalOrderingNotLinear

noncomputable section

variable {R M : Type*} [Ring R] [AddCommGroup M]
```

The condition on $N$ gets a name, `OrderBlind a b N`. It depends on the chosen pair, and $x$ and $y$ range over the whole ring.

```lean
/-- An additive map on operators is order-blind for `a` and `b` if exchanging a neighbouring
pair `a b` inside any product does not change its value. -/
def OrderBlind (a b : R) (N : R →+ M) : Prop :=
  ∀ x y : R, N (x * a * b * y) = N (x * b * a * y)
```

Q: A ring is a long way from unbounded operators on Fock space. And where does it say that $b$ is the adjoint of $a$?

A: It doesn't, because the argument never uses an adjoint, a norm or a vacuum. For a real oscillator, take the ring of linear operators on the finite combinations of number states. Both ladder operators map that space into itself, so all products are defined. Questions about domains and closures beyond such a common invariant space are not addressed.

The first theorem does not even assume a commutation relation. It is the subtraction step for any two elements: order-blindness is equivalent to $N$ vanishing on every $x(ab-ba)y$.

```lean
/-- For any two operators, an additive map is order-blind exactly when it vanishes on every
product that contains their commutator as a factor. -/
theorem orderBlind_iff_kills_commutator (a b : R) (N : R →+ M) :
    OrderBlind a b N ↔ ∀ x y : R, N (x * (a * b - b * a) * y) = 0 := by
  have key : ∀ x y : R,
      N (x * (a * b - b * a) * y) = N (x * a * b * y) - N (x * b * a * y) := by
    intro x y
    rw [← map_sub]
    congr 1
    noncomm_ring
  constructor
  · intro h x y
    rw [key, h x y, sub_self]
  · intro h x y
    exact sub_eq_zero.mp ((key x y).symm.trans (h x y))
```

The auxiliary identity `key` writes $N(x(ab-ba)y)$ as $N(xaby)-N(xbay)$. Additivity enters through `map_sub`, and `noncomm_ring` expands the product without letting factors commute. Each direction of the equivalence then says that a difference is zero exactly when its two terms agree.

Q: So the physics enters only when the commutator is set to $1$.

A: Yes, as the hypothesis `hab`. It stands for the canonical commutation relation of one bosonic mode, with the ladder operators normalised so that their commutator is the identity. It is assumed for the given pair, not derived from positions and momenta.

```lean
/-- If `a b - b a = 1`, the only order-blind additive map on the operator algebra is zero. -/
theorem orderBlind_iff_eq_zero {a b : R} (hab : a * b - b * a = 1) (N : R →+ M) :
    OrderBlind a b N ↔ N = 0 := by
  rw [orderBlind_iff_kills_commutator, hab]
  constructor
  · intro h
    ext x
    -- the commutator is the identity, so every operator contains it as a factor
    simpa using h x 1
  · intro h x y
    simp [h]
```

The rewrite replaces the commutator by $1$, so the condition becomes $N(x\cdot1\cdot y)=0$. The choice `h x 1` is the step $y=1$ from before. The other direction substitutes the zero map.

The fermionic statement has the same shape. It assumes only $ab+ba=1$; the relations $a^2=b^2=0$ are not needed.

```lean
/-- If `a b + b a = 1`, the only additive map that changes sign whenever a neighbouring pair
`a b` is exchanged inside a product is zero. -/
theorem fermionic_signed_iff_eq_zero {a b : R} (hab : a * b + b * a = 1) (N : R →+ M) :
    (∀ x y : R, N (x * a * b * y) = -N (x * b * a * y)) ↔ N = 0 := by
  constructor
  · intro h
    ext x
    -- insert the anticommutator to the right of the operator
    have hx : x = x * a * b * 1 + x * b * a * 1 := by
      calc x = x * (a * b + b * a) := by rw [hab, mul_one]
        _ = x * a * b * 1 + x * b * a * 1 := by noncomm_ring
    have hN : N x = 0 := by
      rw [hx, map_add, h x 1, neg_add_cancel]
    simpa using hN
  · intro h x y
    simp [h]
```

Here `hx` inserts the anticommutator to the right of $x$, and `hN` carries out the cancellation.

Q: Fine, the map on operators is dead. But I use normal ordering every day, so something must be alive.

A: What survives is a map on words. A word is a list of formal letters, `ann` and `cre`, which carry no algebraic relation. The lists `[ann, cre]` and `[cre, ann]` are simply different, and neither is a sum of other words.

```lean
/-- The formal letters from which words in the ladder operators are written. -/
inductive Ladder
  | ann
  | cre
  deriving DecidableEq
```

Each letter stands for an operator, and a word stands for the product of its letters as written. That product is its `value`; the empty word has value $1$.

```lean
/-- The operator that a letter stands for: `a` for annihilation, `b` for creation. -/
def letter (a b : R) : Ladder → R
  | .ann => a
  | .cre => b

/-- The operator that a word stands for: the product of its letters in the written order. -/
def value (a b : R) (w : List Ladder) : R := (w.map (letter a b)).prod
```

Normal ordering takes a word with $m$ creators and $n$ annihilators to the operator $b^m a^n$.

```lean
/-- The normal ordering of a word: all its creators to the left of all its annihilators. -/
def normalOrder (a b : R) (w : List Ladder) : R :=
  b ^ w.count Ladder.cre * a ^ w.count Ladder.ann
```

Q: That covers one mode only, and there are no signs.

A: Correct. The word part describes a single bosonic mode. The earlier theorems can be applied to any one pair inside a larger algebra with many modes, but words in several modes and signed fermionic words are not defined here.

For the words that are defined, normal ordering has precisely the property that was fatal on operators: exchanging a neighbouring annihilator and creator changes nothing, whatever words `u` and `v` surround them.

```lean
/-- Normal ordering of words does not change when a neighbouring annihilator and creator
are exchanged anywhere in the word. -/
theorem normalOrder_swap (a b : R) (u v : List Ladder) :
    normalOrder a b (u ++ Ladder.ann :: Ladder.cre :: v) =
      normalOrder a b (u ++ Ladder.cre :: Ladder.ann :: v) := by
  have hp : (u ++ Ladder.ann :: Ladder.cre :: v).Perm
      (u ++ Ladder.cre :: Ladder.ann :: v) :=
    (List.Perm.swap _ _ _).append_left u
  unfold normalOrder
  rw [hp.count_eq, hp.count_eq]
```

By hand, one notes that the exchange leaves $m$ and $n$ unchanged. In Lean, `hp` records that the two words are permutations of each other, and `count_eq` turns this into equal letter counts.

Q: But then I extend it linearly to sums of words, and I have a linear map after all.

A: You do, on formal sums of words. The trouble is that different formal sums can stand for the same operator. Consider
$$[ab]-[ba]-[1],$$
where brackets mark words and $[1]$ is the empty word. In Lean this is a finitely supported function from words to integer coefficients.

```lean
/-- The formal combination of words `[a b] - [b a] - [1]`. -/
def ccrWords : List Ladder →₀ ℤ :=
  Finsupp.single [Ladder.ann, Ladder.cre] 1 - Finsupp.single [Ladder.cre, Ladder.ann] 1
    - Finsupp.single [] 1
```

Taking values gives $ab-ba-1=0$. Normal ordering word by word gives $ba-ba-1=-1$. So the formal sum represents the zero operator, while its normal ordering is $-1$, which is nonzero unless the ring is the trivial one with $1=0$.

```lean
/-- If `a b - b a = 1`, the combination `[a b] - [b a] - [1]` stands for the zero operator,
while normal ordering it word by word gives `-1`. -/
theorem zero_operator_with_nonzero_normalOrder {a b : R} (hab : a * b - b * a = 1) :
    Finsupp.linearCombination ℤ (value a b) ccrWords = 0 ∧
      Finsupp.linearCombination ℤ (normalOrder a b) ccrWords = -1 := by
  constructor
  · simp only [ccrWords, map_sub, Finsupp.linearCombination_single, one_smul]
    simp [value, letter, hab]
  · simp only [ccrWords, map_sub, Finsupp.linearCombination_single, one_smul]
    simp [normalOrder]
```

`Finsupp.linearCombination` is the linear extension you asked for, used once with `value` and once with `normalOrder`. The proof evaluates the three terms in each case; `hab` is needed only for the first.

Q: And this excludes any linear map on operators that agrees with normal ordering on words?

A: Yes, once $1\neq0$ is assumed, which is the hypothesis `Nontrivial R`. Suppose an additive $F$ sends the value of every word to its normal ordering. Three words suffice:
$$F(ab)=ba,\qquad F(ba)=ba,\qquad F(1)=1.$$
Applying $F$ to $ab-ba=1$ gives $ba-ba=1$, hence $0=1$.

```lean
/-- If `a b - b a = 1` in a nontrivial ring, no additive map on operators sends the value of
every word to the normal ordering of that word. -/
theorem no_additive_normalOrder [Nontrivial R] {a b : R} (hab : a * b - b * a = 1) :
    ¬ ∃ F : R →+ R, ∀ w : List Ladder, F (value a b w) = normalOrder a b w := by
  rintro ⟨F, hF⟩
  have h1 : F (a * b) = b * a := by
    simpa [value, letter, normalOrder, List.count_cons] using hF [Ladder.ann, Ladder.cre]
  have h2 : F (b * a) = b * a := by
    simpa [value, letter, normalOrder, List.count_cons] using hF [Ladder.cre, Ladder.ann]
  have h3 : F 1 = 1 := by
    simpa [value, normalOrder] using hF []
  -- apply the map to both sides of the commutation relation
  have h4 : F (a * b - b * a) = F 1 := by rw [hab]
  rw [map_sub, h1, h2, h3, sub_self] at h4
  exact zero_ne_one h4
```

The facts `h1`, `h2` and `h3` are those three equations, and `h4` is $F$ applied to the commutation relation. This is your opening calculation, with the assumption responsible for the contradiction now stated explicitly.

Q: Yet I routinely rewrite $ab$ as $ba+1$ and call that normal ordering too.

A: That is a different operation. Rewriting with the commutation relation keeps the commutator terms and changes only how an operator is expressed, so as a map on operators it is the identity. It is not order-blind: it sends $ab$ to $ba+1$ and $ba$ to $ba$. The theorems concern the prescription that discards the commutators.

The distinction matters in symbolic work: for a single bosonic mode, a program that applies the discarding prescription should not first simplify the entered expression with $ab=ba+1$, since that can change the answer. Entered as $ab$, the expression gives $ba$; rewritten first as $ba+1$, it gives $ba+1$.

Q: One last doubt. Are there any $a$ and $b$ with $ab-ba=1$? If not, all of this is empty.

A: There are, but not among complex matrices of finite size $d\ge1$: the trace of a commutator is $0$, and the trace of the identity is $d$. In particular, the truncated ladder matrices of a numerical oscillator do not satisfy the hypothesis. An infinite-dimensional space is needed, and polynomials in a variable $X$ with rational coefficients provide one. Let $a$ be differentiation and $b$ multiplication by $X$.

```lean
/-- Differentiation of rational polynomials, as a linear operator. -/
def lower : Module.End ℚ ℚ[X] := Polynomial.derivative

/-- Multiplication of rational polynomials by the variable, as a linear operator. -/
def raise : Module.End ℚ ℚ[X] := LinearMap.mulLeft ℚ (X : ℚ[X])
```

On a polynomial $p$, the product rule gives
$$(Xp)'-Xp'=p+Xp'-Xp'=p.$$

```lean
/-- Differentiation and multiplication by the variable satisfy the bosonic commutation
relation on rational polynomials. -/
theorem boson_witness : lower * raise - raise * lower = 1 := by
  apply LinearMap.ext
  intro p
  change derivative (X * p) - X * derivative p = p
  rw [derivative_mul, derivative_X]
  ring
```

The proof applies both sides to an arbitrary `p` and uses the same product rule, `derivative_mul`.

Q: Differentiation sends $X^n$ to $nX^{n-1}$. My annihilation operator has $\sqrt n$.

A: The monomials are not normalised. Over the complex numbers, let $X^n$ correspond to $\sqrt{n!}\,|n\rangle$, where $|n\rangle$ is the normalised number state. For $n\ge1$ the rule then becomes $a|n\rangle=\sqrt n\,|n-1\rangle$, and for $n=0$ the derivative of a constant is zero, as it should be for the vacuum.

For fermions, two-by-two matrices are enough. With the empty state first and the occupied state second,
$$a=\begin{pmatrix}0&1\\0&0\end{pmatrix},\qquad b=\begin{pmatrix}0&0\\1&0\end{pmatrix},$$
$$ab+ba=\begin{pmatrix}1&0\\0&0\end{pmatrix}+\begin{pmatrix}0&0\\0&1\end{pmatrix}=1.$$
Lean checks the same identity entry by entry.

```lean
/-- Two explicit two-by-two complex matrices satisfy the fermionic anticommutation relation. -/
theorem fermion_witness :
    (!![0, 1; 0, 0] : Matrix (Fin 2) (Fin 2) ℂ) * !![0, 0; 1, 0]
      + !![0, 0; 1, 0] * !![0, 1; 0, 0] = 1 := by
  ext i j
  fin_cases i <;> fin_cases j <;> simp

end

end NormalOrderingNotLinear
```

```lean
#print axioms NormalOrderingNotLinear.orderBlind_iff_eq_zero
-- 'NormalOrderingNotLinear.orderBlind_iff_eq_zero' depends on axioms: [propext, Classical.choice, Quot.sound]
#print axioms NormalOrderingNotLinear.normalOrder_swap
-- 'NormalOrderingNotLinear.normalOrder_swap' depends on axioms: [propext, Quot.sound]
#print axioms NormalOrderingNotLinear.zero_operator_with_nonzero_normalOrder
-- 'NormalOrderingNotLinear.zero_operator_with_nonzero_normalOrder' depends on axioms: [propext, Classical.choice, Quot.sound]
#print axioms NormalOrderingNotLinear.no_additive_normalOrder
-- 'NormalOrderingNotLinear.no_additive_normalOrder' depends on axioms: [propext, Classical.choice, Quot.sound]
```
